# With the BCS gap equation, below the pair-breaking continuum, the amplitude condition holds exactly at $w^2=4\Delta^2$ and the phase condition exactly at $w=0$

Take two levels at energies $\xi=\pm3$, measured from the Fermi level, in a superconductor with gap $\Delta=4$. Both have quasiparticle energy $E=\sqrt{\xi^2+\Delta^2}=5$. The gap equation $g\sum_k 1/(2E_k)=1$ then fixes the pairing strength at $g=5$. At frequency $w$, with $w^2<4E^2=100$, the conditions for a self-sustained oscillation of the gap are

$$
\text{amplitude: } \frac{36}{100-w^2}=1,
\qquad
\text{phase: } \frac{100}{100-w^2}=1 .
$$

The first gives $w^2=64=4\Delta^2$, the second $w=0$. For levels with different $E_k$ the sums no longer collapse to one fraction, but subtracting the gap equation still isolates the factors $w^2-4\Delta^2$ and $w^2$.

## Levels, gap equation and response sums

The levels are labelled by a finite index type `ι`, with real energies `ξ k`. Units have $\hbar=1$.

In Lean 4 with Mathlib:

```lean
import Mathlib

open Complex (I)

namespace SuperconductorCollectiveModes

noncomputable section

variable {ι : Type*} [Fintype ι]
```

The quasiparticle energy of level $k$ is $E_k=\sqrt{\xi_k^2+\Delta^2}$, written `qpE Δ (ξ k)`.

```lean
/-- Quasiparticle energy `E = √(ξ² + Δ²)` of a level `ξ` in a superconductor with gap `Δ`. -/
def qpE (Δ ξ : ℝ) : ℝ := √(ξ ^ 2 + Δ ^ 2)
```

The gap equation is the zero-temperature mean-field condition for a constant pairing strength $g$. It enters as a hypothesis relating $g$, $\Delta$ and the levels.

```lean
/-- The gap equation `g ∑ 1/(2E_k) = 1`. -/
def GapEquation (g Δ : ℝ) (ξ : ι → ℝ) : Prop := g * ∑ k, 1 / (2 * qpE Δ (ξ k)) = 1
```

The amplitude channel has the response sum

$$A(w)=\sum_k\frac{2\xi_k^2}{E_k(4E_k^2-w^2)} .$$

```lean
/-- Pair response at frequency `w` in the amplitude channel. -/
def amplitudeSum (Δ w : ℝ) (ξ : ι → ℝ) : ℝ :=
  ∑ k, 2 * ξ k ^ 2 / (qpE Δ (ξ k) * (4 * qpE Δ (ξ k) ^ 2 - w ^ 2))
```

The phase channel has

$$P(w)=\sum_k\frac{2E_k}{4E_k^2-w^2} .$$

```lean
/-- Pair response at frequency `w` in the phase channel. -/
def phaseSum (Δ w : ℝ) (ξ : ι → ℝ) : ℝ :=
  ∑ k, 2 * qpE Δ (ξ k) / (4 * qpE Δ (ξ k) ^ 2 - w ^ 2)
```

A third sum, odd in the level energies, measures how strongly the two channels mix:

$$C(w)=\sum_k\frac{\xi_k}{E_k(4E_k^2-w^2)} .$$

```lean
/-- The sum that couples amplitude and phase fluctuations; it is odd in the level energies. -/
def couplingSum (Δ w : ℝ) (ξ : ι → ℝ) : ℝ :=
  ∑ k, ξ k / (qpE Δ (ξ k) * (4 * qpE Δ (ξ k) ^ 2 - w ^ 2))
```

## The linearised pseudospin equations

In Anderson's picture each pair level is a spin of length $1/2$ precessing about a field $(-2\Delta_x,-2\Delta_y,2\xi_k)$, where $\Delta_x+i\Delta_y$ is the complex gap. In equilibrium the gap is real and the spin is $(\Delta/2E_k,\,0,\,-\xi_k/2E_k)$. Let the gap components change by $a$ and $b$, and the spin by $(x_k,y_k,z_k)$, all proportional to $e^{-iwt}$. To first order,

$$
\begin{aligned}
-iw\,x_k&=-2\xi_k y_k+\frac{\xi_k}{E_k}b,\\
-iw\,y_k&=2\xi_k x_k+2\Delta z_k-\frac{\xi_k}{E_k}a,\\
-iw\,z_k&=-2\Delta y_k+\frac{\Delta}{E_k}b,
\end{aligned}
$$

with self-consistency $a=g\sum_k x_k$ and $b=g\sum_k y_k$. For $\Delta>0$, $a$ changes the magnitude of the gap and $b$ its phase. The structure `IsCollectiveMode` takes these five equations as its definition; the linearisation itself is not formalised. The model is spatially uniform and has neither damping nor long-range Coulomb interaction.

```lean
/-- Linearised Anderson pseudospin equations for fluctuations `(x, y, z) exp(-iwt)` about the
BCS state, with self-consistent amplitude fluctuation `a` and phase fluctuation `b` of the gap. -/
structure IsCollectiveMode (g Δ w : ℝ) (ξ : ι → ℝ) (a b : ℂ) (x y z : ι → ℂ) : Prop where
  eqx : ∀ k, -(I * w) * x k = -2 * ξ k * y k + ξ k / qpE Δ (ξ k) * b
  eqy : ∀ k, -(I * w) * y k = 2 * ξ k * x k + 2 * Δ * z k - ξ k / qpE Δ (ξ k) * a
  eqz : ∀ k, -(I * w) * z k = -2 * Δ * y k + Δ / qpE Δ (ξ k) * b
  selfx : a = g * ∑ k, x k
  selfy : b = g * ∑ k, y k
```

## Where the continuum begins

Squaring the definition gives $E_k^2=\xi_k^2+\Delta^2$.

```lean
/-- The square of the quasiparticle energy is `ξ² + Δ²`. -/
theorem qpE_sq (Δ ξ : ℝ) : qpE Δ ξ ^ 2 = ξ ^ 2 + Δ ^ 2 :=
  Real.sq_sqrt (by positivity)
```

Breaking the pair in level $k$ costs $2E_k$. Since $4E_k^2-(2\Delta)^2=4\xi_k^2$, the frequency $2\Delta$ lies strictly below this cost exactly when $\xi_k\neq0$. When a dense spectrum approaches the Fermi level, the margin shrinks to zero and the amplitude frequency reaches the edge of the continuum.

```lean
/-- The frequency `2|Δ|` lies below the pair-breaking energy `2E` of a level exactly when the level
is off the Fermi surface. -/
theorem higgs_below_edge_iff (Δ ξ : ℝ) : (2 * Δ) ^ 2 < 4 * qpE Δ ξ ^ 2 ↔ ξ ≠ 0 := by
  rw [qpE_sq, ← sq_pos_iff]
  constructor <;> intro h <;> linarith
```

For finitely many levels the pair-breaking energies are discrete, and "below the continuum" means $w^2<4E_k^2$ for every level. The theorems on collective frequencies and modes assume this bound. This already forces $E_k>0$: a square root is nonnegative, and $E_k=0$ would require $w^2<0$.

```lean
/-- A level with a frequency below its pair-breaking energy has positive quasiparticle energy. -/
theorem qpE_pos {Δ w ξ : ℝ} (h : w ^ 2 < 4 * qpE Δ ξ ^ 2) : 0 < qpE Δ ξ := by
  have h0 : 0 ≤ qpE Δ ξ := Real.sqrt_nonneg _
  rcases h0.eq_or_lt with h1 | h1
  · rw [← h1] at h
    nlinarith [sq_nonneg w]
  · exact h1
```

## Subtracting the gap equation

Write $D_k=4E_k^2-w^2>0$. Term by term,

$$
\frac{2\xi_k^2}{E_kD_k}-\frac1{2E_k}=\frac{4\xi_k^2-D_k}{2E_kD_k}=\frac{w^2-4\Delta^2}{2E_kD_k},
\qquad
\frac{2E_k}{D_k}-\frac1{2E_k}=\frac{w^2}{2E_kD_k}.
$$

With $K=\sum_k 1/(2E_kD_k)$, summing and using the gap equation gives

$$
gA(w)-1=(w^2-4\Delta^2)\,gK,\qquad gP(w)-1=w^2\,gK .
$$

The gap equation excludes both $g=0$ and an empty set of levels, so $K>0$ and $gK\neq0$. Both equivalences follow.

In the proof, `hA` and `hP` are the two summed identities. Naming the denominator `D` lets `field_simp` and `ring` settle each term, and `linear_combination` then subtracts `hgap`. Neither $\Delta>0$ nor $\xi_k\neq0$ is assumed. If some $\xi_k=0$, the frequency bound rules out $w^2=4\Delta^2$, and the amplitude condition has no solution in the allowed range.

```lean
/-- If the gap equation holds and `w` lies below every pair-breaking energy, the amplitude condition
holds exactly when `w² = 4Δ²` and the phase condition exactly when `w = 0`. -/
theorem collective_frequencies {g Δ w : ℝ} {ξ : ι → ℝ} (hgap : GapEquation g Δ ξ)
    (hw : ∀ k, w ^ 2 < 4 * qpE Δ (ξ k) ^ 2) :
    (g * amplitudeSum Δ w ξ = 1 ↔ w ^ 2 = 4 * Δ ^ 2) ∧
      (g * phaseSum Δ w ξ = 1 ↔ w = 0) := by
  unfold GapEquation at hgap
  have hg : g ≠ 0 := by
    rintro rfl
    simp at hgap
  have hne : Nonempty ι := by
    rcases isEmpty_or_nonempty ι with h | h
    · simp at hgap
    · exact h
  -- the common positive kernel of both channels
  obtain ⟨K, hK⟩ : ∃ K, K = ∑ k, 1 / (2 * qpE Δ (ξ k) * (4 * qpE Δ (ξ k) ^ 2 - w ^ 2)) :=
    ⟨_, rfl⟩
  have hKpos : 0 < K := by
    rw [hK]
    refine Finset.sum_pos (fun k _ => ?_) Finset.univ_nonempty
    have h1 := qpE_pos (hw k)
    have h2 := sub_pos.2 (hw k)
    positivity
  have hgK : g * K ≠ 0 := mul_ne_zero hg hKpos.ne'
  -- subtract the gap equation from each condition
  have hA : amplitudeSum Δ w ξ = ∑ k, 1 / (2 * qpE Δ (ξ k)) + (w ^ 2 - 4 * Δ ^ 2) * K := by
    rw [hK, Finset.mul_sum, ← Finset.sum_add_distrib]
    refine Finset.sum_congr rfl fun k _ => ?_
    have h1 := (qpE_pos (hw k)).ne'
    have h2 := (sub_pos.2 (hw k)).ne'
    have h3 : ξ k ^ 2 = qpE Δ (ξ k) ^ 2 - Δ ^ 2 := by rw [qpE_sq]; ring
    obtain ⟨D, hD⟩ : ∃ D, D = 4 * qpE Δ (ξ k) ^ 2 - w ^ 2 := ⟨_, rfl⟩
    have h4 : w ^ 2 = 4 * qpE Δ (ξ k) ^ 2 - D := by linarith
    rw [← hD] at h2 ⊢
    rw [h3, h4]
    field_simp
    ring
  have hP : phaseSum Δ w ξ = ∑ k, 1 / (2 * qpE Δ (ξ k)) + w ^ 2 * K := by
    rw [hK, Finset.mul_sum, ← Finset.sum_add_distrib]
    refine Finset.sum_congr rfl fun k _ => ?_
    have h1 := (qpE_pos (hw k)).ne'
    have h2 := (sub_pos.2 (hw k)).ne'
    obtain ⟨D, hD⟩ : ∃ D, D = 4 * qpE Δ (ξ k) ^ 2 - w ^ 2 := ⟨_, rfl⟩
    have h4 : w ^ 2 = 4 * qpE Δ (ξ k) ^ 2 - D := by linarith
    rw [← hD] at h2 ⊢
    rw [h4]
    field_simp
    ring
  rw [hA, hP]
  refine ⟨⟨fun h => ?_, fun h => ?_⟩, ⟨fun h => ?_, fun h => ?_⟩⟩
  · have h0 : (w ^ 2 - 4 * Δ ^ 2) * (g * K) = 0 := by linear_combination h - hgap
    exact sub_eq_zero.1 ((mul_eq_zero.1 h0).resolve_right hgK)
  · linear_combination hgap + g * K * h
  · have h0 : w ^ 2 * (g * K) = 0 := by linear_combination h - hgap
    exact pow_eq_zero_iff (two_ne_zero) |>.1 ((mul_eq_zero.1 h0).resolve_right hgK)
  · rw [h]
    linear_combination hgap
```

## From the equations of motion to the conditions

Multiply the $y$ equation by $-iw$ and insert the other two:

$$
-w^2y_k=-4(\xi_k^2+\Delta^2)y_k+\frac{2(\xi_k^2+\Delta^2)}{E_k}b+iw\frac{\xi_k}{E_k}a .
$$

Hence

$$
(4E_k^2-w^2)\,y_k=2E_k\,b+iw\frac{\xi_k}{E_k}\,a ,
$$

a driven oscillator with resonance at $2E_k$. The final `linear_combination` performs this elimination, with the three equations of motion as its first three terms.

```lean
/-- The `y` component of each pseudospin responds to the gap fluctuations as a driven oscillator
whose resonance is at the pair-breaking energy `2E`. -/
theorem pseudospin_response {g Δ w : ℝ} {ξ : ι → ℝ} {a b : ℂ} {x y z : ι → ℂ}
    (h : IsCollectiveMode g Δ w ξ a b x y z) (k : ι) (hE : 0 < qpE Δ (ξ k)) :
    (4 * (qpE Δ (ξ k) : ℂ) ^ 2 - (w : ℂ) ^ 2) * y k =
      2 * qpE Δ (ξ k) * b + I * w * (ξ k / qpE Δ (ξ k)) * a := by
  have he : (qpE Δ (ξ k) : ℂ) ≠ 0 := by exact_mod_cast hE.ne'
  have he2 : (qpE Δ (ξ k) : ℂ) ^ 2 = (ξ k : ℂ) ^ 2 + (Δ : ℂ) ^ 2 := by
    exact_mod_cast qpE_sq Δ (ξ k)
  have hq : ((ξ k : ℂ) ^ 2 + (Δ : ℂ) ^ 2) / qpE Δ (ξ k) = qpE Δ (ξ k) := by
    rw [← he2, pow_two, mul_div_assoc, div_self he, mul_one]
  -- differentiate the `y` equation once more and insert the other two
  linear_combination (-(I * w)) * h.eqy k + 2 * ξ k * h.eqx k + 2 * Δ * h.eqz k
    + 4 * y k * he2 + 2 * b * hq - (w : ℂ) ^ 2 * y k * Complex.I_sq
```

For a pure phase mode, set $a=0$ and $b\neq0$. Then $y_k=2E_kb/D_k$, and self-consistency reads $b=b\,gP(w)$. Dividing by $b$ gives the phase condition, so $w=0$.

Conversely, at $w=0$ take $b=1$, $x_k=z_k=0$ and $y_k=1/(2E_k)$. The equations of motion hold, and $b=g\sum_k y_k$ is the gap equation. For $\Delta\neq0$ this is an infinitesimal rotation of all pseudospins about the $z$ axis, scaled so that $b=1$. In a time-dependent mean-field calculation for this finite, constant-coupling model, a missing zero mode therefore signals an inconsistency between the response and the gap equation.

```lean
/-- If the gap equation holds and `w` lies below every pair-breaking energy, a collective mode with
`a = 0` and `b ≠ 0` exists exactly when `w = 0`. -/
theorem phase_mode_iff {g Δ w : ℝ} {ξ : ι → ℝ} (hgap : GapEquation g Δ ξ)
    (hw : ∀ k, w ^ 2 < 4 * qpE Δ (ξ k) ^ 2) :
    (∃ b x y z, b ≠ 0 ∧ IsCollectiveMode g Δ w ξ 0 b x y z) ↔ w = 0 := by
  constructor
  · rintro ⟨b, x, y, z, hb, h⟩
    have hy : ∀ k, y k =
        b * ((2 * qpE Δ (ξ k) / (4 * qpE Δ (ξ k) ^ 2 - w ^ 2) : ℝ) : ℂ) := by
      intro k
      have hD : 4 * (qpE Δ (ξ k) : ℂ) ^ 2 - (w : ℂ) ^ 2 ≠ 0 := by
        exact_mod_cast (sub_pos.2 (hw k)).ne'
      apply mul_left_cancel₀ hD
      rw [pseudospin_response h k (qpE_pos (hw k)), mul_zero, add_zero]
      push_cast
      obtain ⟨D, hDD⟩ : ∃ D, D = 4 * (qpE Δ (ξ k) : ℂ) ^ 2 - (w : ℂ) ^ 2 := ⟨_, rfl⟩
      rw [← hDD] at hD ⊢
      field_simp
    have hs : b = b * ((g * phaseSum Δ w ξ : ℝ) : ℂ) := by
      refine h.selfy.trans ?_
      rw [Finset.sum_congr rfl (fun k _ => hy k), ← Finset.mul_sum]
      unfold phaseSum
      push_cast
      ring
    have h1 : ((g * phaseSum Δ w ξ : ℝ) : ℂ) = 1 :=
      mul_left_cancel₀ hb (by rw [mul_one]; exact hs.symm)
    exact (collective_frequencies hgap hw).2.1 (by exact_mod_cast h1)
  · rintro rfl
    -- for `Δ ≠ 0`, an infinitesimal rotation of all pseudospins about the z axis
    refine ⟨1, fun _ => 0, fun k => ((1 / (2 * qpE Δ (ξ k)) : ℝ) : ℂ), fun _ => 0,
      one_ne_zero, ?_, ?_, ?_, ?_, ?_⟩
    · intro k
      push_cast
      ring
    · intro k
      simp
    · intro k
      push_cast
      ring
    · simp
    · unfold GapEquation at hgap
      exact_mod_cast hgap.symm
```

For a pure amplitude mode, set $b=0$, $a\neq0$ and $w\neq0$. The response formula and the $x$ equation give

$$
y_k=iwa\,\frac{\xi_k}{E_kD_k},\qquad
x_k=a\,\frac{2\xi_k^2}{E_kD_k}.
$$

Finding $x_k$ involves division by $w$, which is why zero frequency is excluded. The sum over $x_k$ gives $gA(w)=1$, hence $w^2=4\Delta^2$. The sum over $y_k$ must vanish because $b=0$, so $C(w)=0$ as well.

For the converse, the proof supplies these components with $a=1$, together with $z_k=2\Delta\xi_k/(E_kD_k)$. The $y$ equation then reduces to $4E_k^2-D_k=w^2$, and the two self-consistency equations follow from $gA(w)=1$ and $C(w)=0$.

A single level with $\xi\neq0$ shows that the second requirement matters. Its amplitude condition holds at $w^2=4\Delta^2$, but $C(w)$ consists of one nonzero term, so no pure amplitude mode of nonzero frequency exists.

```lean
/-- If the gap equation holds and `w` is nonzero and below every pair-breaking energy, a collective
mode with `b = 0` and `a ≠ 0` exists exactly when `w² = 4Δ²` and the coupling sum vanishes. -/
theorem amplitude_mode_iff {g Δ w : ℝ} {ξ : ι → ℝ} (hgap : GapEquation g Δ ξ)
    (hw : ∀ k, w ^ 2 < 4 * qpE Δ (ξ k) ^ 2) (hw0 : w ≠ 0) :
    (∃ a x y z, a ≠ 0 ∧ IsCollectiveMode g Δ w ξ a 0 x y z) ↔
      w ^ 2 = 4 * Δ ^ 2 ∧ couplingSum Δ w ξ = 0 := by
  have hwc : (w : ℂ) ≠ 0 := by exact_mod_cast hw0
  constructor
  · rintro ⟨a, x, y, z, ha, h⟩
    have hy : ∀ k, y k = I * w * a *
        ((ξ k / (qpE Δ (ξ k) * (4 * qpE Δ (ξ k) ^ 2 - w ^ 2)) : ℝ) : ℂ) := by
      intro k
      have he : (qpE Δ (ξ k) : ℂ) ≠ 0 := by exact_mod_cast (qpE_pos (hw k)).ne'
      have hD : 4 * (qpE Δ (ξ k) : ℂ) ^ 2 - (w : ℂ) ^ 2 ≠ 0 := by
        exact_mod_cast (sub_pos.2 (hw k)).ne'
      apply mul_left_cancel₀ hD
      rw [pseudospin_response h k (qpE_pos (hw k)), mul_zero, zero_add]
      push_cast
      obtain ⟨D, hDD⟩ : ∃ D, D = 4 * (qpE Δ (ξ k) : ℂ) ^ 2 - (w : ℂ) ^ 2 := ⟨_, rfl⟩
      rw [← hDD] at hD ⊢
      field_simp
    have hx : ∀ k, x k = a *
        ((2 * ξ k ^ 2 / (qpE Δ (ξ k) * (4 * qpE Δ (ξ k) ^ 2 - w ^ 2)) : ℝ) : ℂ) := by
      intro k
      apply mul_left_cancel₀ (neg_ne_zero.2 (mul_ne_zero Complex.I_ne_zero hwc))
      rw [h.eqx k, hy k]
      push_cast
      ring
    -- self-consistency of the amplitude fixes the frequency
    have hs : a = a * ((g * amplitudeSum Δ w ξ : ℝ) : ℂ) := by
      refine h.selfx.trans ?_
      rw [Finset.sum_congr rfl (fun k _ => hx k), ← Finset.mul_sum]
      unfold amplitudeSum
      push_cast
      ring
    have h1 : ((g * amplitudeSum Δ w ξ : ℝ) : ℂ) = 1 :=
      mul_left_cancel₀ ha (by rw [mul_one]; exact hs.symm)
    refine ⟨(collective_frequencies hgap hw).1.1 (by exact_mod_cast h1), ?_⟩
    -- the phase stays at rest only if the coupling vanishes
    have hg : g ≠ 0 := by
      rintro rfl
      simp [GapEquation] at hgap
    have hc : (g : ℂ) * (I * w * a * (couplingSum Δ w ξ : ℂ)) = 0 := by
      refine Eq.trans ?_ h.selfy.symm
      rw [Finset.sum_congr rfl (fun k _ => hy k), ← Finset.mul_sum]
      unfold couplingSum
      push_cast
      ring
    simpa [hg, hw0, ha] using hc
  · rintro ⟨hΔ, hC⟩
    refine ⟨1,
      fun k => ((2 * ξ k ^ 2 / (qpE Δ (ξ k) * (4 * qpE Δ (ξ k) ^ 2 - w ^ 2)) : ℝ) : ℂ),
      fun k => I * w * ((ξ k / (qpE Δ (ξ k) * (4 * qpE Δ (ξ k) ^ 2 - w ^ 2)) : ℝ) : ℂ),
      fun k => ((2 * Δ * ξ k / (qpE Δ (ξ k) * (4 * qpE Δ (ξ k) ^ 2 - w ^ 2)) : ℝ) : ℂ),
      one_ne_zero, ?_, ?_, ?_, ?_, ?_⟩
    · intro k
      push_cast
      ring
    · intro k
      have he : (qpE Δ (ξ k) : ℂ) ≠ 0 := by exact_mod_cast (qpE_pos (hw k)).ne'
      have hD : 4 * (qpE Δ (ξ k) : ℂ) ^ 2 - (w : ℂ) ^ 2 ≠ 0 := by
        exact_mod_cast (sub_pos.2 (hw k)).ne'
      have he2 : (qpE Δ (ξ k) : ℂ) ^ 2 = (ξ k : ℂ) ^ 2 + (Δ : ℂ) ^ 2 := by
        exact_mod_cast qpE_sq Δ (ξ k)
      have hq : (ξ k : ℂ) / qpE Δ (ξ k) = (4 * (qpE Δ (ξ k) : ℂ) ^ 2 - (w : ℂ) ^ 2) *
          (ξ k / (qpE Δ (ξ k) * (4 * (qpE Δ (ξ k) : ℂ) ^ 2 - (w : ℂ) ^ 2))) := by
        obtain ⟨D, hDD⟩ : ∃ D, D = 4 * (qpE Δ (ξ k) : ℂ) ^ 2 - (w : ℂ) ^ 2 := ⟨_, rfl⟩
        rw [← hDD] at hD ⊢
        field_simp
      push_cast
      linear_combination hq
        + (ξ k / (qpE Δ (ξ k) * (4 * (qpE Δ (ξ k) : ℂ) ^ 2 - (w : ℂ) ^ 2))) *
          (4 * he2 - (w : ℂ) ^ 2 * Complex.I_sq)
    · intro k
      push_cast
      ring
    · have h1 := (collective_frequencies hgap hw).1.2 hΔ
      unfold amplitudeSum at h1
      exact_mod_cast h1.symm
    · unfold couplingSum at hC
      rw [← Finset.mul_sum, ← Complex.ofReal_sum, hC]
      simp
```

## Particle-hole symmetry removes the coupling

Suppose a permutation $\sigma$ of the levels satisfies $\xi_{\sigma(k)}=-\xi_k$. Since $E_k$ depends only on $\xi_k^2$, relabelling the sum by $\sigma$ gives $C(w)=-C(w)$, so $C(w)=0$. `Equiv.sum_comp` does the relabelling. What remains for a pure amplitude mode of nonzero frequency below the continuum is $w^2=4\Delta^2$, the Higgs mode of this finite mean-field model.

```lean
/-- If the gap equation holds and the spectrum is particle-hole symmetric, a pure amplitude mode of
nonzero frequency below the continuum exists exactly when `w² = 4Δ²`. -/
theorem higgs_mode_of_particle_hole_symmetry {g Δ w : ℝ} {ξ : ι → ℝ}
    (hgap : GapEquation g Δ ξ) (hw : ∀ k, w ^ 2 < 4 * qpE Δ (ξ k) ^ 2) (hw0 : w ≠ 0)
    (σ : Equiv.Perm ι) (hσ : ∀ k, ξ (σ k) = -ξ k) :
    (∃ a x y z, a ≠ 0 ∧ IsCollectiveMode g Δ w ξ a 0 x y z) ↔ w ^ 2 = 4 * Δ ^ 2 := by
  rw [amplitude_mode_iff hgap hw hw0]
  refine and_iff_left ?_
  -- levels paired by the symmetry cancel
  have hE : ∀ k, qpE Δ (-ξ k) = qpE Δ (ξ k) := fun k => by simp [qpE]
  have h : couplingSum Δ w ξ = -couplingSum Δ w ξ := by
    unfold couplingSum
    conv_lhs => rw [← Equiv.sum_comp σ]
    rw [← Finset.sum_neg_distrib]
    refine Finset.sum_congr rfl fun k _ => ?_
    rw [hσ, hE, neg_div]
  linarith
```

The two levels at $\pm3$ have this symmetry: exchanging them reverses the sign of $\xi$. They satisfy the gap equation, since $5\,(1/10+1/10)=1$, and $w=8=2\Delta$ meets the frequency bound, since $64<100$. The proof first evaluates both quasiparticle energies as $5$, then checks the two numerical statements.

```lean
/-- Two levels at `±3` with gap `4` and coupling `5` satisfy the gap equation, and the frequency
`8` lies below their pair-breaking energies. -/
theorem two_level_witness :
    GapEquation 5 4 ![(3 : ℝ), -3] ∧
      ∀ k, (8 : ℝ) ^ 2 < 4 * qpE 4 (![(3 : ℝ), -3] k) ^ 2 := by
  have hE : ∀ k, qpE 4 (![(3 : ℝ), -3] k) = 5 := by
    intro k
    have h : (![(3 : ℝ), -3] k) ^ 2 + 4 ^ 2 = 5 ^ 2 := by
      fin_cases k <;> norm_num
    unfold qpE
    rw [h]
    exact Real.sqrt_sq (by norm_num)
  constructor
  · unfold GapEquation
    simp only [hE, Fin.sum_univ_two]
    norm_num
  · intro k
    rw [hE]
    norm_num

end

end SuperconductorCollectiveModes
```

```lean
#print axioms SuperconductorCollectiveModes.higgs_below_edge_iff
#print axioms SuperconductorCollectiveModes.collective_frequencies
#print axioms SuperconductorCollectiveModes.phase_mode_iff
#print axioms SuperconductorCollectiveModes.higgs_mode_of_particle_hole_symmetry
```

```
'SuperconductorCollectiveModes.higgs_below_edge_iff' depends on axioms: [propext, Classical.choice, Quot.sound]
'SuperconductorCollectiveModes.collective_frequencies' depends on axioms: [propext, Classical.choice, Quot.sound]
'SuperconductorCollectiveModes.phase_mode_iff' depends on axioms: [propext, Classical.choice, Quot.sound]
'SuperconductorCollectiveModes.higgs_mode_of_particle_hole_symmetry' depends on axioms: [propext, Classical.choice, Quot.sound]
```
